# The first-order response of a real, idempotent density matrix mixes only occupied with virtual orbitals

In a finite set of orbitals, split into occupied and virtual, a mean-field system is perturbed by a real matrix `m` of strength t, and its density matrix D(t) is assumed to be real, symmetric, idempotent and self-consistent for t near zero. The theorem `response_blocks` says that the derivative D′ at t = 0 has vanishing occupied-occupied and virtual-virtual blocks, and that its two mixed blocks are transposes of each other. The path D(t) and its differentiability at zero are assumed, and D(0) is the projector P onto the occupied orbitals, each with occupation one. The attempt differentiates D² = D to get D′ = D′P + PD′ and reads off the two vanishing blocks, then obtains the last claim from the symmetry of D(t).

As first written in Lean, the proof fails:

```lean
import Mathlib

open Matrix Topology
open Sum (inl inr)

namespace ResponseBlocks

noncomputable section

variable {n o v : Type*} [Fintype n] [Fintype o] [Fintype v] [DecidableEq o] [DecidableEq v]

/-- The mean field `G(D)_pq = ∑ g_prqs D_sr` of a density matrix `D`. -/
def meanField (g : n → n → n → n → ℝ) (D : Matrix n n ℝ) : Matrix n n ℝ :=
  Matrix.of fun p q => ∑ r, ∑ s, g p r q s * D s r

/-- The Fock matrix `h + t m + G(D)` in a perturbation `m` of strength `t`. -/
def fock (h m : Matrix n n ℝ) (g : n → n → n → n → ℝ) (t : ℝ) (D : Matrix n n ℝ) :
    Matrix n n ℝ :=
  h + t • m + meanField g D

/-- The projector onto the occupied orbitals `o` among all orbitals `o ⊕ v`. -/
def occ : Matrix (o ⊕ v) (o ⊕ v) ℝ :=
  Matrix.diagonal (Sum.elim (fun _ => 1) (fun _ => 0))

/-- `D t` is a self-consistent density for field strengths `t` near zero, with derivative `D'` at
zero; the unperturbed orbitals are canonical with energies `e`. -/
structure SCFPath (h m : Matrix (o ⊕ v) (o ⊕ v) ℝ)
    (g : o ⊕ v → o ⊕ v → o ⊕ v → o ⊕ v → ℝ) (e : o ⊕ v → ℝ)
    (D : ℝ → Matrix (o ⊕ v) (o ⊕ v) ℝ) (D' : Matrix (o ⊕ v) (o ⊕ v) ℝ) : Prop where
  deriv : ∀ p q, HasDerivAt (fun t => D t p q) (D' p q) 0
  symm : ∀ᶠ t in 𝓝 (0 : ℝ), (D t)ᵀ = D t
  idem : ∀ᶠ t in 𝓝 (0 : ℝ), D t * D t = D t
  comm : ∀ᶠ t in 𝓝 (0 : ℝ), fock h m g t (D t) * D t = D t * fock h m g t (D t)
  start : D 0 = occ
  canonical : fock h m g 0 (D 0) = Matrix.diagonal e

/-- The product rule for matrices, entry by entry. -/
theorem hasDerivAt_mul_entry {A B : ℝ → Matrix n n ℝ} {A' B' : Matrix n n ℝ}
    (hA : ∀ p q, HasDerivAt (fun t => A t p q) (A' p q) 0)
    (hB : ∀ p q, HasDerivAt (fun t => B t p q) (B' p q) 0) (p q : n) :
    HasDerivAt (fun t => (A t * B t) p q) ((A' * B 0 + A 0 * B') p q) 0 := by
  simp only [Matrix.mul_apply, Matrix.add_apply, ← Finset.sum_add_distrib]
  exact HasDerivAt.fun_sum fun k _ => (hA p k).fun_mul (hB k q)

variable {h m : Matrix (o ⊕ v) (o ⊕ v) ℝ} {g : o ⊕ v → o ⊕ v → o ⊕ v → o ⊕ v → ℝ}
  {e : o ⊕ v → ℝ} {D : ℝ → Matrix (o ⊕ v) (o ⊕ v) ℝ} {D' : Matrix (o ⊕ v) (o ⊕ v) ℝ}

/-- The density response of a self-consistent path has no occupied-occupied and no
virtual-virtual part, and its two remaining blocks are transposes of each other. -/
theorem response_blocks (S : SCFPath h m g e D D') :
    (∀ i j, D' (inl i) (inl j) = 0) ∧ (∀ a b, D' (inr a) (inr b) = 0) ∧
      ∀ i a, D' (inl i) (inr a) = D' (inr a) (inl i) := by
  -- differentiate `D * D = D`
  have key : ∀ p q, D' p q = (D' * occ + occ * D') p q := fun p q => by
    have h1 := (hasDerivAt_mul_entry S.deriv S.deriv p q).congr_of_eventuallyEq
      (S.idem.mono fun t ht => (congrFun (congrFun ht p) q).symm)
    rw [S.start] at h1
    exact (S.deriv p q).unique h1
  simp only [occ, Matrix.add_apply, Matrix.mul_diagonal, Matrix.diagonal_mul] at key
  refine ⟨fun i j => ?_, fun a b => ?_, fun i a => ?_⟩
  · have := key (inl i) (inl j)
    simp only [Sum.elim_inl] at this
    linarith
  · have := key (inr a) (inr b)
    simp only [Sum.elim_inr] at this
    linarith
  · exact (S.deriv _ _).unique ((S.deriv _ _).congr_of_eventuallyEq
      (S.symm.mono fun t ht => congrFun (congrFun ht.symm (inl i)) (inr a)))

end

end ResponseBlocks
```

The compiler's answer:

```
Main.lean:54:29: error: Function expected at
  D' * occ + occ * D'
but this term has type
  ?m.61

Note: Expected a function because this term is being applied to the argument
  p
Main.lean:59:2: error: `simp` made no progress

Note: The target expression is not type-correct under the `implicit` transparency level, which may have triggered the failure. This is usually caused by unfolding of semireducible definitions in prior tactic steps. Use `set_option linter.tacticCheckInstances true` to investigate the source of the issue.
Full error:
  function expected
    D' (inl i)
```

Cause. The first error is in the statement of `key`. The definition `occ` takes its orbital types `o` and `v` implicitly, and `*` and `+` in Lean may combine operands of different types, so the type of `D' * occ + occ * D'` was still an unknown, `?m.61`, when Lean came to apply the sum to `p`. Lean could not yet see a matrix there, and so had no function to apply.

The second error follows from the first. With its right-hand side not elaborated, `key` held no `occ`, sum or product for `simp only` to rewrite. The note about transparency concerns the use of a matrix as a function, as in `D' (inl i)`; the repaired file keeps that form and compiles.

The diff changes only type annotations. Those on `occ` fix its orbital types, and the outer one declares the whole sum a matrix, which can be applied to `p` and `q`. The equation and the rest of the proof stay as they were.

Lean accepts the file once it reads:

```diff
@@ -52,5 +52,7 @@
       ∀ i a, D' (inl i) (inr a) = D' (inr a) (inl i) := by
   -- differentiate `D * D = D`
-  have key : ∀ p q, D' p q = (D' * occ + occ * D') p q := fun p q => by
+  have key : ∀ p q, D' p q =
+      (D' * (occ : Matrix (o ⊕ v) (o ⊕ v) ℝ) + (occ : Matrix (o ⊕ v) (o ⊕ v) ℝ) * D' :
+        Matrix (o ⊕ v) (o ⊕ v) ℝ) p q := fun p q => by
     have h1 := (hasDerivAt_mul_entry S.deriv S.deriv p q).congr_of_eventuallyEq
       (S.idem.mono fun t ht => (congrFun (congrFun ht p) q).symm)
```
